# Non-Hermitian Wigner rule: truncating the eigenvectors at orders m and n leaves l(H − E)r divisible by s^(m+n+2)

Let $H(s)$ be a finite complex square matrix of formal power series, with a right eigenvector $r(s)$ and a left eigenvector $l(s)$ for the same eigenvalue $E(s)$. Cut $l$ after order $m$ and $r$ after order $n$. What remains of $l(H-E)r$ then has no terms below order $m+n+2$, whether or not $H$ is Hermitian.

The similarity-transformed Hamiltonian of standard (non-unitary) coupled-cluster theory is in general non-Hermitian. For a finite matrix depending on one parameter, the rule says how many orders of the energy follow from given left and right corrections, provided the unperturbed left and right states overlap.

## Series, states and truncation

The perturbation parameter $s$ is `PowerSeries.X`, and a state is a function `ι → ℂ⟦X⟧` on a finite index set. Rows and columns have the same type; `l ᵥ* H` is the row acting from the left, `H *ᵥ r` is the matrix acting on the column, and `⬝ᵥ` is the plain sum of products, without complex conjugation.

```lean
import Mathlib

open scoped Matrix PowerSeries

namespace NonHermitianWignerRule

noncomputable section

variable {ι : Type*} [Fintype ι]
```

For a row $a$ and a column $b$, write $F(a,b)=a\cdot(Hb-Eb)$. This is `bivar H E a b`, defined over any commutative ring so that it also applies to ordinary complex matrices.

```lean
/-- The bivariational functional `l (H - E) r` of a row `l` and a column `r`. -/
def bivar {R : Type*} [CommRing R] (H : Matrix ι ι R) (E : R) (l r : ι → R) : R :=
  l ⬝ᵥ (H *ᵥ r - E • r)
```

Write $v_n$ for the state $v$ with orders $0$ to $n$ kept. Mathlib's `trunc (n + 1)` keeps the degrees below $n+1$, which are the same orders.

```lean
/-- The perturbation series of a state, truncated so that orders `0` to `n` are kept. -/
def truncVec (n : ℕ) (v : ι → ℂ⟦X⟧) : ι → ℂ⟦X⟧ :=
  fun i => ((PowerSeries.trunc (n + 1) (v i) : Polynomial ℂ) : ℂ⟦X⟧)
```

Write $v^{(k)}$ for the coefficient of $s^k$ in $v$, and likewise for $H$ and $E$.

```lean
/-- The correction of order `k` in the perturbation series of a state. -/
def order (k : ℕ) (v : ι → ℂ⟦X⟧) : ι → ℂ :=
  fun i => PowerSeries.coeff k (v i)
```

The eigenvalue equations $Hr=Er$ and $lH=El$ are hypotheses. That a matrix has such eigenvector series is assumed, and convergence plays no part. At an exceptional point the energy may need fractional powers of $s$, which this setting excludes.

## (a) Arbitrary trial vectors

Show that for any row $a$ and column $b$ the functional depends only on the errors of the two vectors:
$$F(a,b)=F(l-a,\;r-b).$$

**Solution.** $F$ is linear in each argument, so
$$F(l-a,r-b)=F(l-a,r)-F(l,b)+F(a,b).$$
The first term vanishes because $Hr-Er=0$. The second vanishes because $l\cdot Hb=(lH)\cdot b=E\,(l\cdot b)$.

In the proof, `hlb` is this last identity, `hr` removes the first term, and `ring` collects the rest.

```lean
/-- For any trial row `a` and trial column `b`, the functional equals the same functional
evaluated on the errors of the two trial vectors. -/
theorem bivar_eq_bivar_errors {R : Type*} [CommRing R] {H : Matrix ι ι R} {E : R}
    {l r : ι → R} (hr : H *ᵥ r = E • r) (hl : l ᵥ* H = E • l) (a b : ι → R) :
    bivar H E a b = bivar H E (l - a) (r - b) := by
  -- the left eigenvalue equation, contracted with the trial column
  have hlb : l ⬝ᵥ (H *ᵥ b) = E * (l ⬝ᵥ b) := by
    rw [Matrix.dotProduct_mulVec, hl, smul_dotProduct, smul_eq_mul]
  unfold bivar
  rw [Matrix.mulVec_sub, hr]
  simp only [sub_dotProduct, dotProduct_sub, dotProduct_smul, smul_sub, smul_eq_mul, hlb]
  ring
```

## (b) The error of a truncated state

Show that there is a series vector $c$ with
$$v-v_n=s^{n+1}c,\qquad c^{(0)}=v^{(n+1)}.$$

**Solution.** Subtracting orders $0$ to $n$ leaves
$$v-v_n=\sum_{j\ge0}v^{(n+1+j)}s^{n+1+j}=s^{n+1}\sum_{j\ge0}v^{(n+1+j)}s^j.$$
The last sum is $c$, and its constant term is the first omitted correction.

Lean works component by component: a series is divisible by $s^{n+1}$ exactly when its coefficients below $n+1$ vanish. `choose` gathers the quotients into `c`, and comparing coefficients of order $n+1$ gives the constant term.

```lean
omit [Fintype ι] in
/-- The error of a state truncated at order `n` is `s^(n+1)` times a series vector whose
constant term is the correction of order `n+1`. -/
theorem truncation_error (n : ℕ) (v : ι → ℂ⟦X⟧) :
    ∃ c : ι → ℂ⟦X⟧, v - truncVec n v = (PowerSeries.X ^ (n + 1) : ℂ⟦X⟧) • c ∧
      ∀ i, PowerSeries.constantCoeff (c i) = order (n + 1) v i := by
  have h : ∀ i, (PowerSeries.X ^ (n + 1) : ℂ⟦X⟧) ∣ v i - truncVec n v i := by
    intro i
    rw [PowerSeries.X_pow_dvd_iff]
    intro k hk
    simp only [truncVec, map_sub, Polynomial.coeff_coe, PowerSeries.coeff_trunc, if_pos hk,
      sub_self]
  choose c hc using h
  refine ⟨c, funext fun i => ?_, fun i => ?_⟩
  · rw [Pi.sub_apply, Pi.smul_apply, smul_eq_mul]
    exact hc i
  · -- compare the coefficients of order n + 1
    have h1 := congrArg (PowerSeries.coeff (0 + (n + 1))) (hc i)
    rw [PowerSeries.coeff_X_pow_mul] at h1
    simp only [truncVec, map_sub, Polynomial.coeff_coe, PowerSeries.coeff_trunc, zero_add,
      lt_self_iff_false, ↓reduceIte, sub_zero] at h1
    rw [← PowerSeries.coeff_zero_eq_constantCoeff_apply]
    exact h1.symm
```

## (c) Powers of the parameter

Show that for any scalar $x$
$$F(x^p a,\;x^q b)=x^{p+q}F(a,b).$$

**Solution.** Linearity in the row gives $x^p$, and linearity in the column gives $x^q$. The scalars commute, so the factors multiply.

```lean
/-- Powers of a scalar `x` carried by the row and the column multiply in the functional. -/
theorem bivar_smul_smul {R : Type*} [CommRing R] (H : Matrix ι ι R) (E x : R)
    (p q : ℕ) (a b : ι → R) :
    bivar H E (x ^ p • a) (x ^ q • b) = x ^ (p + q) * bivar H E a b := by
  unfold bivar
  simp only [Matrix.mulVec_smul, dotProduct_sub, smul_dotProduct, dotProduct_smul,
    smul_eq_mul]
  ring
```

## (d) Divisibility for truncated eigenvectors

Show that
$$s^{m+n+2}\;\big|\;l_m\cdot(H-E)\,r_n.$$

**Solution.** By (b), $l-l_m=s^{m+1}a$ and $r-r_n=s^{n+1}b$ for some series vectors $a$ and $b$. Parts (a) and (c) give
$$F(l_m,r_n)=F(s^{m+1}a,\,s^{n+1}b)=s^{m+n+2}F(a,b).$$
The `rw` chain in the proof performs these steps in the same order.

```lean
/-- Non-Hermitian Wigner rule: with the left eigenvector truncated at order `m` and the right
one at order `n`, the functional `l (H - E) r` is divisible by `s^(m+n+2)`. -/
theorem wigner_rule {H : Matrix ι ι ℂ⟦X⟧} {E : ℂ⟦X⟧} {l r : ι → ℂ⟦X⟧}
    (hr : H *ᵥ r = E • r) (hl : l ᵥ* H = E • l) (m n : ℕ) :
    (PowerSeries.X ^ (m + n + 2) : ℂ⟦X⟧) ∣ bivar H E (truncVec m l) (truncVec n r) := by
  obtain ⟨a, ha, -⟩ := truncation_error m l
  obtain ⟨b, hb, -⟩ := truncation_error n r
  rw [bivar_eq_bivar_errors hr hl, ha, hb, bivar_smul_smul,
    show m + 1 + (n + 1) = m + n + 2 by omega]
  exact dvd_mul_right _ _
```

## (e) The coefficient of order m+n+2

Show that the coefficient of $s^{m+n+2}$ in $F(l_m,r_n)$ is
$$l^{(m+1)}\cdot\big(H^{(0)}-E^{(0)}\big)\,r^{(n+1)}.$$

**Solution.** By the factorisation in (d), this coefficient is the constant term of $F(a,b)$. Taking constant terms respects sums and products, so each factor may be replaced by its own constant term. By (b), those of $a$ and $b$ are $l^{(m+1)}$ and $r^{(n+1)}$.

On the right-hand side of the Lean statement, `bivar` acts on complex numbers.

```lean
/-- The coefficient of `s^(m+n+2)` in the functional is the unperturbed `H - E` taken between
the first omitted left and right corrections. -/
theorem leading_error {H : Matrix ι ι ℂ⟦X⟧} {E : ℂ⟦X⟧} {l r : ι → ℂ⟦X⟧}
    (hr : H *ᵥ r = E • r) (hl : l ᵥ* H = E • l) (m n : ℕ) :
    PowerSeries.coeff (m + n + 2) (bivar H E (truncVec m l) (truncVec n r)) =
      bivar (H.map PowerSeries.constantCoeff) (PowerSeries.constantCoeff E)
        (order (m + 1) l) (order (n + 1) r) := by
  obtain ⟨a, ha, ha0⟩ := truncation_error m l
  obtain ⟨b, hb, hb0⟩ := truncation_error n r
  rw [bivar_eq_bivar_errors hr hl, ha, hb, bivar_smul_smul,
    show m + n + 2 = 0 + (m + 1 + (n + 1)) by omega, PowerSeries.coeff_X_pow_mul,
    PowerSeries.coeff_zero_eq_constantCoeff_apply]
  simp only [bivar, dotProduct, Matrix.mulVec, Pi.sub_apply, Pi.smul_apply, smul_eq_mul,
    Matrix.map_apply, map_sum, map_sub, map_mul, ha0, hb0]
```

## (f) The energy from truncated states

Suppose $l\cdot r$ has a nonzero constant term, and let $W$ satisfy $W\,(l_m\cdot r_n)=l_m\cdot Hr_n$. Show that
$$W^{(k)}=E^{(k)}\qquad\text{for } k\le m+n+1.$$

**Solution.** Truncation leaves order zero unchanged, so $u=l_m\cdot r_n$ also has a nonzero constant term and is an invertible series. Now
$$F(l_m,r_n)=l_m\cdot Hr_n-Eu=(W-E)\,u.$$
By (d), $s^{m+n+2}$ divides this product. Since $u$ is invertible, it divides $W-E$.

The overlap condition `h0` says that the unperturbed left and right states are not orthogonal. It fails, for example, at an exceptional point where two eigenvectors merge into one.

In the smallest case, $m=n=0$, the order-one coefficient reads
$$E^{(1)}=\frac{l^{(0)}\cdot H^{(1)}r^{(0)}}{l^{(0)}\cdot r^{(0)}},$$
the Hellmann–Feynman formula with separate left and right states. For $m=n$ the energy is correct through order $2n+1$, the count familiar from Hermitian perturbation theory.

```lean
/-- If the unperturbed left and right eigenvectors overlap, the generalised Rayleigh quotient
`W` of the truncated states reproduces the energy through order `m+n+1`. -/
theorem rayleigh_quotient_coeff {H : Matrix ι ι ℂ⟦X⟧} {E W : ℂ⟦X⟧} {l r : ι → ℂ⟦X⟧}
    (hr : H *ᵥ r = E • r) (hl : l ᵥ* H = E • l) (m n : ℕ)
    (h0 : PowerSeries.constantCoeff (l ⬝ᵥ r) ≠ 0)
    (hW : W * (truncVec m l ⬝ᵥ truncVec n r) = truncVec m l ⬝ᵥ (H *ᵥ truncVec n r))
    (k : ℕ) (hk : k ≤ m + n + 1) :
    PowerSeries.coeff k W = PowerSeries.coeff k E := by
  have ht : ∀ (p : ℕ) (v : ι → ℂ⟦X⟧) (i : ι),
      PowerSeries.constantCoeff (truncVec p v i) = PowerSeries.constantCoeff (v i) := by
    intro p v i
    rw [← PowerSeries.coeff_zero_eq_constantCoeff_apply,
      ← PowerSeries.coeff_zero_eq_constantCoeff_apply]
    simp only [truncVec, Polynomial.coeff_coe, PowerSeries.coeff_trunc,
      if_pos (Nat.succ_pos p)]
  -- the overlap of the truncated states is an invertible series
  have hu : IsUnit (truncVec m l ⬝ᵥ truncVec n r) := by
    rw [PowerSeries.isUnit_iff_constantCoeff, isUnit_iff_ne_zero]
    simp only [dotProduct, map_sum, map_mul] at h0 ⊢
    simpa only [ht] using h0
  have hd := wigner_rule hr hl m n
  have he : bivar H E (truncVec m l) (truncVec n r) =
      (W - E) * (truncVec m l ⬝ᵥ truncVec n r) := by
    rw [bivar, dotProduct_sub, dotProduct_smul, smul_eq_mul, ← hW]
    ring
  rw [he, hu.dvd_mul_right, PowerSeries.X_pow_dvd_iff] at hd
  have h1 := hd k (by omega)
  rw [map_sub] at h1
  exact sub_eq_zero.mp h1
```

## (g) A two-level problem that attains the exponent

Take
$$H=\begin{pmatrix}0&2s\\-s&1+2s^2\end{pmatrix},\quad E=2s^2,\quad l=(1,-2s),\quad r=\begin{pmatrix}1\\s\end{pmatrix}.$$
Verify the eigenvalue equations and the overlap condition, and show that
$$s^3\nmid F(l_0,r_0).$$

**Solution.** Direct multiplication gives $Hr=(2s^2,2s^3)=Er$ and $lH=(2s^2,-4s^3)=El$. The overlap $l\cdot r=1-2s^2$ has constant term $1$. Both truncated states are $(1,0)$, so $F(l_0,r_0)=0-2s^2=-2s^2$.

At $s=0.1$ the energy is $0.02$ and the functional is $-0.02$. The errors are $(0,-0.2)$ and $(0,0.1)$, and the lower diagonal entry of $H-E$ is $1.02-0.02=1$. Part (a) therefore gives $(-0.2)(1)(0.1)=-0.02$ again.

In the Lean definitions, $2s$ and $2s^2$ are written as the sums $s+s$ and $s^2+s^2$.

```lean
/-- A non-Hermitian two-level Hamiltonian depending on the perturbation parameter. -/
def exH : Matrix (Fin 2) (Fin 2) ℂ⟦X⟧ :=
  !![0, PowerSeries.X + PowerSeries.X;
    -PowerSeries.X, 1 + PowerSeries.X ^ 2 + PowerSeries.X ^ 2]

/-- The energy series `2 s^2`. -/
def exE : ℂ⟦X⟧ := PowerSeries.X ^ 2 + PowerSeries.X ^ 2

/-- The row `(1, -2s)`. -/
def exL : Fin 2 → ℂ⟦X⟧ := ![1, -(PowerSeries.X + PowerSeries.X)]

/-- The column `(1, s)`. -/
def exR : Fin 2 → ℂ⟦X⟧ := ![1, PowerSeries.X]
```

The proof checks the eigenvalue equations entry by entry. If $s^3$ divided the functional, its order-two coefficient would be zero, whereas (e) gives $(-2)(1)(1)=-2$.

```lean
/-- The two-level example satisfies both eigenvalue equations with overlapping unperturbed
states, and its functional at `m = n = 0` is not divisible by `s^3`. -/
theorem wigner_rule_sharp_witness :
    exH *ᵥ exR = exE • exR ∧ exL ᵥ* exH = exE • exL ∧
      PowerSeries.constantCoeff (exL ⬝ᵥ exR) ≠ 0 ∧
      ¬ (PowerSeries.X ^ 3 : ℂ⟦X⟧) ∣ bivar exH exE (truncVec 0 exL) (truncVec 0 exR) := by
  have hr : exH *ᵥ exR = exE • exR := by
    funext i
    fin_cases i <;>
      simp [exH, exR, exE, Matrix.mulVec, dotProduct, Fin.sum_univ_two] <;> ring
  have hl : exL ᵥ* exH = exE • exL := by
    funext i
    fin_cases i <;>
      simp [exH, exL, exE, Matrix.vecMul, dotProduct, Fin.sum_univ_two] <;> ring
  refine ⟨hr, hl, ?_, fun h => ?_⟩
  · simp [exL, exR, dotProduct, Fin.sum_univ_two]
  · -- the coefficient of order two is -2
    have h2 := PowerSeries.X_pow_dvd_iff.mp h 2 (by norm_num)
    have key := leading_error hr hl 0 0
    rw [show 0 + 0 + 2 = 2 from rfl, h2] at key
    norm_num [bivar, order, exH, exE, exL, exR, dotProduct, Matrix.mulVec,
      Fin.sum_univ_two, PowerSeries.coeff_one, PowerSeries.coeff_one_X] at key

end

end NonHermitianWignerRule
```

```lean
#print axioms NonHermitianWignerRule.wigner_rule
#print axioms NonHermitianWignerRule.rayleigh_quotient_coeff
```

```
'NonHermitianWignerRule.wigner_rule' depends on axioms: [propext, Classical.choice, Quot.sound]
'NonHermitianWignerRule.rayleigh_quotient_coeff' depends on axioms: [propext, Classical.choice, Quot.sound]
```
